# For Hermitian matrices X, the kicks exp(ikX) of all real strengths k conserve ⟨ψ, Sψ⟩ in every state exactly when XS = SX

The position operator is modelled here as a finite Hermitian matrix $X$ that acts directly on the components of the smooth pseudo-wavefunction, with no correction for augmentation charge. The kick $e^{ikX}$ built from it is called naive for that reason. The overlap $S$ is a separate matrix, and nothing in the model ties it to $X$.

With ultrasoft pseudopotentials, the charge of an orbital $\psi$ is $\langle\psi,S\psi\rangle$ and not $\langle\psi,\psi\rangle$. For one projector, $S = 1+q\,\beta\beta^\dagger$, where $\beta$ is a function localised around an atom and $q$ is the augmentation charge, which corrects for the difference in charge between the true and the smooth orbital near the nucleus. A dipole kick of strength $k$ is a common way to start a real-time calculation of an optical spectrum. In this finite one-particle model, the naive kick conserves charge for every $k$ and every $\psi$ if and only if $XS=SX$.

## From the kick to the commutator

Write $U_k=e^{ikX}$. Since $X$ is Hermitian, $(ikX)^\dagger=-ikX$, and therefore

$$U_k^\dagger U_k=e^{-ikX}e^{ikX}=1 .$$

For square matrices this also gives $U_kU_k^\dagger=1$.

Suppose that $U_k^\dagger S U_k=S$ for all real $k$. Multiplying from the left by $U_k$ gives $SU_k=U_kS$. The derivative of $U_k$ at $k=0$ is $iX$, so differentiating both sides there gives $S\,(iX)=(iX)\,S$, which is $SX=XS$. Conversely, if $X$ commutes with $S$, so does every power of $X$, and hence $U_k$. Then $U_k^\dagger SU_k=U_k^\dagger U_kS=S$.

To pass from matrices to states, use $\langle U_k\psi,SU_k\psi\rangle=\langle\psi,U_k^\dagger SU_k\psi\rangle$. Charge conservation in every state says that $D=U_k^\dagger SU_k-S$ satisfies $\langle\psi,D\psi\rangle=0$ for all $\psi$. Inserting $\psi=u+v$ and $\psi=u+iv$ gives

$$\langle u,Dv\rangle+\langle v,Du\rangle=0,\qquad i\langle u,Dv\rangle-i\langle v,Du\rangle=0 .$$

Together these force $\langle u,Dv\rangle=0$ for all $u,v$. Unit vectors then show that each element of $D$ is zero.

## One projector on a set of sites

Let $X$ be diagonal with real positions $x_i$, and let $S_{ij}=\delta_{ij}+q\,\beta_i\beta_j^*$. Then

$$(XS-SX)_{ij}=(x_i-x_j)S_{ij}=(x_i-x_j)\,q\,\beta_i\beta_j^* ,$$

because the $\delta_{ij}$ term is multiplied by zero. For $q\neq0$ the commutator vanishes exactly when all sites with $\beta_i\neq0$ have the same position. A projector that extends along the kick direction violates this.

Take two sites at positions 0 and 1, with $\beta=(1,1)$ and the initial state $\psi=\beta$. The kicked state is $\varphi=(1,e^{ik})$, and

$$\langle\varphi,S\varphi\rangle=\langle\varphi,\varphi\rangle+q\,|\langle\beta,\varphi\rangle|^2=2+q\,|1+e^{ik}|^2=2+2q(1+\cos k).$$

At $k=0$ this is $2+4q$. If $q>-\tfrac12$, so that $S$ is positive definite, a state proportional to $\beta$ with initial charge 1 has charge $[1+q(1+\cos k)]/(1+2q)$ after the kick. The change vanishes only for $q=0$ or $\cos k=1$. At $k=2\pi$ the kick is the identity matrix, although $X$ and $S$ do not commute for $q\ne0$. Conservation at a single nonzero value of $k$ therefore does not in general imply the commutator condition.

## Kick, charge and overlap as Lean matrices

The finite type `n` labels sites, grid points or basis functions of an orthonormal representation.

```lean
import Mathlib

open Matrix

namespace UltrasoftKick

noncomputable section

variable {n : Type*} [Fintype n] [DecidableEq n]
```

The kick is the matrix exponential with the sign convention $e^{+ikX}$. The strength $k$ is real and has the dimension of an inverse length.

```lean
/-- The naive dipole kick `exp(ikX)` of strength `k` generated by the position matrix `X`. -/
def kick (X : Matrix n n ℂ) (k : ℝ) : Matrix n n ℂ :=
  NormedSpace.exp (k • (Complex.I • X))
```

`charge S ψ` is $\langle\psi,S\psi\rangle$, conjugate-linear in the first slot. It is quadratic in $\psi$. Its value is a complex number, which is real when $S$ is Hermitian.

```lean
/-- The charge `⟨ψ, S ψ⟩` of a state `ψ` with overlap matrix `S`. -/
def charge (S : Matrix n n ℂ) (ψ : n → ℂ) : ℂ := star ψ ⬝ᵥ (S *ᵥ ψ)
```

The next two definitions specialise $X$ and $S$. The function `x` gives each site one real coordinate, that along the kick. The overlap has a single projector and a real $q$ of either sign.

```lean
/-- A position operator that is diagonal in the site basis, with real site positions `x`. -/
def position (x : n → ℝ) : Matrix n n ℂ := diagonal fun i => (x i : ℂ)

/-- The ultrasoft overlap `1 + q β βᴴ` with one projector `β` and augmentation charge `q`. -/
def ultrasoftOverlap (q : ℝ) (β : n → ℂ) : Matrix n n ℂ :=
  1 + (q : ℂ) • vecMulVec β (star β)
```

## Unitarity and the derivative at zero strength

In the unitarity proof, `hA` is the statement $(ikX)^\dagger=-ikX$. The two exponents commute, so the product of exponentials is the exponential of their sum, which is zero.

```lean
/-- The kick generated by a Hermitian position matrix is unitary. -/
theorem kick_unitary {X : Matrix n n ℂ} (hX : X.IsHermitian) (k : ℝ) :
    (kick X k)ᴴ * kick X k = 1 := by
  have hA : (k • (Complex.I • X))ᴴ = -(k • (Complex.I • X)) := by
    simp only [conjTranspose_smul, hX.eq, star_trivial, Complex.star_def, Complex.conj_I,
      neg_smul, smul_neg]
  have hc : Commute (-(k • (Complex.I • X))) (k • (Complex.I • X)) :=
    (Commute.refl _).neg_left
  rw [kick, ← Matrix.exp_conjTranspose, hA, ← Matrix.exp_add_of_commute _ _ hc,
    neg_add_cancel, NormedSpace.exp_zero]
```

The matrix form of the equivalence assumes that $X$ is Hermitian and nothing about $S$, which may be any complex matrix. It thus includes overlaps with many projectors and many atoms.

In the forward direction, `hc` is $SU_k=U_kS$, and `key` is its derivative at $k=0$. Differentiation needs a norm on matrices, which is chosen inside the proof and does not enter the statement. Both sides are the same function of $k$, so uniqueness of the derivative equates $S(iX)$ and $(iX)S$; multiplication by $-i$ removes the factor $i$. The reverse direction carries commutation from $X$ to the exponential with `exp_left` and finishes with unitarity.

```lean
/-- For a Hermitian position matrix `X`, kicks `U` of every strength satisfy `Uᴴ S U = S` if and
only if `X` commutes with `S`. -/
theorem kick_preserves_overlap_iff {X : Matrix n n ℂ} (hX : X.IsHermitian)
    (S : Matrix n n ℂ) :
    (∀ k : ℝ, (kick X k)ᴴ * S * kick X k = S) ↔ X * S = S * X := by
  constructor
  · intro h
    -- by unitarity, `S` commutes with every kick
    have hc : ∀ k : ℝ, S * kick X k = kick X k * S := by
      intro k
      have hu : kick X k * (kick X k)ᴴ = 1 := mul_eq_one_comm.mp (kick_unitary hX k)
      calc S * kick X k = (kick X k * (kick X k)ᴴ) * (S * kick X k) := by rw [hu, one_mul]
        _ = kick X k * ((kick X k)ᴴ * S * kick X k) := by noncomm_ring
        _ = kick X k * S := by rw [h k]
    -- differentiate this relation at `k = 0`
    have key : S * (Complex.I • X) = (Complex.I • X) * S := by
      let _ : NormedRing (Matrix n n ℂ) := Matrix.linftyOpNormedRing
      let _ : NormedAlgebra ℝ (Matrix n n ℂ) := Matrix.linftyOpNormedAlgebra
      have hd : HasDerivAt (fun k : ℝ => kick X k) (Complex.I • X) 0 :=
        (hasDerivAt_exp_smul_const (Complex.I • X) (0 : ℝ)).congr_deriv
          (by rw [zero_smul, NormedSpace.exp_zero, one_mul])
      have h1 : HasDerivAt (fun k : ℝ => S * kick X k) (S * (Complex.I • X)) 0 :=
        hd.const_mul S
      have h2 : HasDerivAt (fun k : ℝ => kick X k * S) ((Complex.I • X) * S) 0 :=
        hd.mul_const S
      have he : (fun k : ℝ => S * kick X k) = fun k : ℝ => kick X k * S := funext hc
      rw [he] at h1
      exact h1.unique h2
    rw [mul_smul_comm, smul_mul_assoc] at key
    have h3 := congrArg (fun M => (-Complex.I) • M) key
    simp only [smul_smul, neg_mul, Complex.I_mul_I, neg_neg, one_smul] at h3
    exact h3.symm
  · intro h k
    have hXS : Commute X S := h
    have hA : Commute (k • (Complex.I • X)) S := (hXS.smul_left Complex.I).smul_left k
    have hK : kick X k * S = S * kick X k := hA.exp_left
    rw [mul_assoc, ← hK, ← mul_assoc, kick_unitary hX, one_mul]
```

## From matrices to states

The first lemma moves the transformation from the state to the overlap.

```lean
omit [DecidableEq n] in
/-- The charge of a transformed state `Uψ` is that of `ψ` with the transformed overlap `Uᴴ S U`. -/
theorem charge_mulVec (S U : Matrix n n ℂ) (ψ : n → ℂ) :
    charge S (U *ᵥ ψ) = charge (Uᴴ * S * U) ψ := by
  rw [charge, charge, Matrix.star_mulVec, ← Matrix.dotProduct_mulVec]
  simp only [Matrix.mulVec_mulVec, Matrix.mul_assoc]
```

The second is the polarization argument. The hypotheses `h1` and `h2` come from $u+v$ and $u+iv$, and `linear_combination` solves for $\langle u,Dv\rangle$ using $i^2=-1$. Unit vectors then pick out the individual elements.

```lean
/-- A complex matrix whose expectation value vanishes in every state is zero. -/
theorem eq_zero_of_charge_eq_zero (D : Matrix n n ℂ) (h : ∀ ψ, charge D ψ = 0) : D = 0 := by
  -- polarization with the states `u + v` and `u + i v`
  have pol : ∀ u v : n → ℂ, star u ⬝ᵥ (D *ᵥ v) = 0 := by
    intro u v
    have hu := h u
    have hv := h v
    have h1 := h (u + v)
    have h2 := h (u + Complex.I • v)
    simp only [charge, star_add, star_smul, Matrix.mulVec_add, Matrix.mulVec_smul,
      add_dotProduct, dotProduct_add, smul_dotProduct, dotProduct_smul, smul_eq_mul,
      Complex.star_def, Complex.conj_I] at hu hv h1 h2
    linear_combination (h1 - hu - hv) / 2 - Complex.I / 2 * (h2 - hu - hv) +
      (star u ⬝ᵥ (D *ᵥ v) - star v ⬝ᵥ (D *ᵥ u) - Complex.I * (star v ⬝ᵥ (D *ᵥ v))) / 2
        * Complex.I_sq
  ext i j
  have hij := pol (star (Pi.single i 1)) (Pi.single j 1)
  rw [star_star] at hij
  simpa using hij
```

With these lemmas, conservation of charge in every state becomes preservation of the matrix $S$, and the previous equivalence applies. The quantifier runs over all vectors `ψ`, normalised or not.

```lean
/-- For a Hermitian position matrix, kicks of every strength conserve the charge of every state if
and only if the position matrix commutes with the overlap matrix. -/
theorem kick_conserves_charge_iff {X : Matrix n n ℂ} (hX : X.IsHermitian)
    (S : Matrix n n ℂ) :
    (∀ (k : ℝ) (ψ : n → ℂ), charge S (kick X k *ᵥ ψ) = charge S ψ) ↔ X * S = S * X := by
  rw [← kick_preserves_overlap_iff hX S]
  constructor
  · intro h k
    apply sub_eq_zero.mp
    apply eq_zero_of_charge_eq_zero
    intro ψ
    have hk := h k ψ
    rw [charge_mulVec] at hk
    rw [charge, Matrix.sub_mulVec, dotProduct_sub]
    exact sub_eq_zero.mpr hk
  · intro h k ψ
    rw [charge_mulVec, h k]
```

## The support criterion

The theorem for one projector assumes `q ≠ 0`; for $q=0$ the overlap is the identity and every kick conserves charge. The intermediate result `entry` is the commutator formula derived above. If the commutator vanishes and both projector components are nonzero, the remaining factor $x_i-x_j$ must be zero. Conversely, each element vanishes because a projector component is zero or because the positions agree.

```lean
/-- For one projector with nonzero augmentation charge and a diagonal position operator, kicks of
every strength conserve the charge of every state if and only if all sites on which the projector is
nonzero have the same position. -/
theorem ultrasoft_kick_iff {q : ℝ} (hq : q ≠ 0) (x : n → ℝ) (β : n → ℂ) :
    (∀ (k : ℝ) (ψ : n → ℂ), charge (ultrasoftOverlap q β) (kick (position x) k *ᵥ ψ)
        = charge (ultrasoftOverlap q β) ψ) ↔
      ∀ i j, β i ≠ 0 → β j ≠ 0 → x i = x j := by
  have hX : (position x).IsHermitian := by
    rw [Matrix.IsHermitian, position, diagonal_conjTranspose]
    exact congrArg diagonal (funext fun i => by simp)
  rw [kick_conserves_charge_iff hX]
  -- matrix elements of the commutator
  have entry : ∀ i j, (position x * ultrasoftOverlap q β) i j
      - (ultrasoftOverlap q β * position x) i j
      = ((x i : ℂ) - x j) * (q * (β i * star (β j))) := by
    intro i j
    rw [position, diagonal_mul, mul_diagonal]
    by_cases hij : i = j
    · subst hij
      ring
    · simp only [ultrasoftOverlap, Matrix.add_apply, Matrix.smul_apply, vecMulVec_apply,
        Matrix.one_apply_ne hij, Pi.star_apply, smul_eq_mul]
      ring
  constructor
  · intro h i j hi hj
    have e := entry i j
    rw [h, sub_self] at e
    have hne : (q : ℂ) * (β i * star (β j)) ≠ 0 :=
      mul_ne_zero (by exact_mod_cast hq) (mul_ne_zero hi (star_ne_zero.mpr hj))
    exact_mod_cast sub_eq_zero.mp ((mul_eq_zero.mp e.symm).resolve_right hne)
  · intro h
    ext i j
    apply sub_eq_zero.mp
    rw [entry]
    by_cases hi : β i = 0
    · simp [hi]
    by_cases hj : β j = 0
    · simp [hj]
    rw [h i j hi hj, sub_self, zero_mul]
```

## Two sites with explicit numbers

For a diagonal position matrix, the exponential is taken entry by entry, so the kick multiplies each amplitude by a phase.

```lean
/-- A kick with a diagonal position operator multiplies each site amplitude by the phase
`exp(i k x)` of its position. -/
theorem kick_position (x : n → ℝ) (k : ℝ) :
    kick (position x) k = diagonal fun i => Complex.exp ((k : ℂ) * x i * Complex.I) := by
  have hd : k • (Complex.I • position x)
      = diagonal fun i => (k : ℂ) * x i * Complex.I := by
    ext i j
    by_cases hij : i = j
    · subst hij
      simp only [Matrix.smul_apply, position, diagonal_apply_eq, Complex.real_smul,
        smul_eq_mul]
      ring
    · simp [position, hij]
  rw [kick, hd, Matrix.exp_diagonal]
  refine congrArg diagonal (funext fun i => ?_)
  rw [Complex.exp_eq_exp_ℂ]
  first
    | exact Pi.exp_apply _ _
    | exact NormedSpace.Pi.exp_apply _ _
    | exact NormedSpace.map_exp (Pi.evalRingHom (fun _ : n => ℂ) i) (continuous_apply i) _
```

The kicked state is then written as $(1,\cos k+i\sin k)$ in `hv`. The proof compares real and imaginary parts, and the real part needs $\sin^2k+\cos^2k=1$.

```lean
/-- Two sites at positions 0 and 1 with projector `β = (1,1)`: after a kick of strength `k` the
state `β` has charge `2 + 2q(1 + cos k)`. -/
theorem two_site_charge (q k : ℝ) :
    charge (ultrasoftOverlap q ![1, 1]) (kick (position ![0, 1]) k *ᵥ ![1, 1])
      = ((2 + 2 * q * (1 + Real.cos k) : ℝ) : ℂ) := by
  have hz : Complex.exp ((k : ℂ) * Complex.I) = ⟨Real.cos k, Real.sin k⟩ :=
    Complex.ext (Complex.exp_ofReal_mul_I_re k) (Complex.exp_ofReal_mul_I_im k)
  have hv : kick (position ![0, 1]) k *ᵥ ![1, 1]
      = ![1, (⟨Real.cos k, Real.sin k⟩ : ℂ)] := by
    rw [kick_position, ← hz]
    funext i
    rw [Matrix.mulVec_diagonal]
    fin_cases i <;> simp
  -- matrix elements of the two-site overlap
  have hS : ∀ i j : Fin 2, ultrasoftOverlap q ![1, 1] i j
      = (if i = j then 1 else 0) + (q : ℂ) := by
    intro i j
    rw [ultrasoftOverlap, Matrix.add_apply, Matrix.smul_apply, vecMulVec_apply,
      Matrix.one_apply, Pi.star_apply]
    fin_cases i <;> fin_cases j <;> simp
  have hcs := Real.sin_sq_add_cos_sq k
  rw [hv]
  generalize Real.cos k = c at *
  generalize Real.sin k = s at *
  apply Complex.ext
  · simp [charge, dotProduct, Matrix.mulVec, Fin.sum_univ_two, hS]
    linear_combination (1 + q) * hcs
  · simp [charge, dotProduct, Matrix.mulVec, Fin.sum_univ_two, hS]
    try ring
```

The last theorem obtains the initial value $2+4q$ by setting $k=0$. Equality of the two charges reduces to $q(\cos k-1)=0$, which gives the two alternatives. This equivalence concerns the one state $\psi=\beta$.

```lean
/-- Two sites at positions 0 and 1 with projector `β = (1,1)`: the charge of the state `β` before
the kick is `2 + 4q`, and a kick of strength `k` leaves it unchanged exactly when `q = 0` or `cos k
= 1`. -/
theorem two_site_conserved_iff (q k : ℝ) :
    charge (ultrasoftOverlap q ![1, 1]) ![1, 1] = ((2 + 4 * q : ℝ) : ℂ) ∧
    (charge (ultrasoftOverlap q ![1, 1]) (kick (position ![0, 1]) k *ᵥ ![1, 1])
      = charge (ultrasoftOverlap q ![1, 1]) ![1, 1] ↔ q = 0 ∨ Real.cos k = 1) := by
  have h0 : charge (ultrasoftOverlap q ![1, 1]) ![1, 1] = ((2 + 4 * q : ℝ) : ℂ) := by
    have h := two_site_charge q 0
    have hk : kick (position ![0, 1]) 0 = 1 := by
      rw [kick, zero_smul, NormedSpace.exp_zero]
    rw [hk, Matrix.one_mulVec, Real.cos_zero] at h
    rw [h]
    exact congrArg Complex.ofReal (by ring)
  refine ⟨h0, ?_⟩
  rw [h0, two_site_charge, Complex.ofReal_inj]
  constructor
  · intro h
    have hp : q * (Real.cos k - 1) = 0 := by linarith
    exact (mul_eq_zero.mp hp).imp id sub_eq_zero.mp
  · rintro (h | h)
    · rw [h]
      ring
    · rw [h]
      ring

end

end UltrasoftKick
```

```lean
#print axioms UltrasoftKick.kick_conserves_charge_iff
#print axioms UltrasoftKick.ultrasoft_kick_iff
#print axioms UltrasoftKick.two_site_conserved_iff
```

```
'UltrasoftKick.kick_conserves_charge_iff' depends on axioms: [propext, Classical.choice, Quot.sound]
'UltrasoftKick.ultrasoft_kick_iff' depends on axioms: [propext, Classical.choice, Quot.sound]
'UltrasoftKick.two_site_conserved_iff' depends on axioms: [propext, Classical.choice, Quot.sound]
```

## The kick in a real-time code

One common way to calculate an absorption spectrum in real time is to multiply the ground-state orbitals by $e^{ikx}$ on a grid, propagate them and record the dipole moment. If an ultrasoft code applies this naive kick, evaluating $\langle\psi,S\psi\rangle$ immediately before and after the multiplication shows whether the kick has changed the charge. The test can look better than it should at small $k$. The first-order change is $ik\langle\psi,(SX-XS)\psi\rangle$, which vanishes for real $\psi$ when $X$ and $S$ are real symmetric. The two-site example shows this: its charge changes by $2q(\cos k-1)\approx-qk^2$.

## A generator adapted to the overlap

Another model allows a generator $Y$ that need not be Hermitian. Differentiating $(e^{ikY})^\dagger Se^{ikY}=S$ at $k=0$ then gives $Y^\dagger S=SY$ in place of the commutator condition. This is also sufficient, since it implies $(e^{ikY})^\dagger S=Se^{-ikY}$. For an invertible Hermitian $S$ and any Hermitian dipole matrix $R$, the choice $Y=S^{-1}R$ satisfies it. The kick then conserves charge even when $R$ and $S$ do not commute, at the price of applying $S^{-1}$ and of an exponential that is in general no longer a phase at each grid point. This variant is a derivation by hand and is not among the Lean theorems above.
